# The subtracted Kramers–Kronig transform over the band angle takes $T_n$ to $\pi U_{n-1}$

For every natural number $n$ and every angle $0<p<\pi$,

$$\int_0^\pi \frac{\cos nq-\cos np}{\cos q-\cos p}\,dq=\pi\,\frac{\sin np}{\sin p},$$

whatever value the integrand is given at $q=p$. More generally, let $g=\sum_{n=0}^{N-1}c_nT_n$ be a finite Chebyshev series with real coefficients and $y$ any real energy. Then

$$\int_0^\pi \frac{g(\cos q)-g(y)}{\cos q-y}\,dq=\pi\sum_{n=0}^{N-1}c_n\,U_{n-1}(y).$$

Here $T_n$ and $U_n$ are the Chebyshev polynomials of the first and second kind, with $U_{-1}=0$.

## From a spectral function to the real part

The Lehmann form writes a retarded Green's function at energy $y$ as the integral of $A(x)/(y-x+i0^+)$ over $x$, where $A$ is its spectral function. Suppose the spectrum has been rescaled to $[-1,1]$ and $A$ is approximated by $g(x)/(\pi\sqrt{1-x^2})$. With $x=\cos q$ the square root disappears, and the real part of the Green's function at an energy $y$ inside the band becomes $-1/\pi$ times the principal-value integral of $g(\cos q)/(\cos q-y)$ over $q$ from $0$ to $\pi$.

Subtracting $g(y)$ in the numerator removes the pole. Inside the band, passing back to the principal value uses the further fact that the principal value of $\int_0^\pi dq/(\cos q-y)$ vanishes; the theorems concern the subtracted integral. With that fact, the real part is $-\sum_n c_nU_{n-1}(y)$, so for a finite expansion on a rescaled band the coefficients of the spectral function also give the real part.

## Removing the pole and integrating

Define

$$K_n(y,q)=2\sum_{k=0}^{n-1}U_{n-1-k}(y)\cos kq-U_{n-1}(y),$$

so $K_0=0$ and $K_1=1$. Applying $U_{m+2}=2yU_{m+1}-U_m$ to each term of $K_{n+2}$ with $k<n$ and to its separate term $-U_{n+1}(y)$, and using $U_0=1$, $U_1=2y$ for the terms with $k=n$ and $k=n+1$, gives

$$K_{n+2}=2yK_{n+1}-K_n+2\cos((n+1)q).$$

The claim is that $K_n(\cos q-y)=\cos nq-T_n(y)$. It holds for $n=0$ and $n=1$. If it holds for $n$ and $n+1$, then

$$\begin{aligned}
K_{n+2}(\cos q-y)&=2y[\cos((n+1)q)-T_{n+1}(y)]-[\cos nq-T_n(y)]\\
&\quad+2\cos((n+1)q)(\cos q-y)\\
&=2\cos q\cos((n+1)q)-\cos nq-[2yT_{n+1}(y)-T_n(y)]\\
&=\cos((n+2)q)-T_{n+2}(y).
\end{aligned}$$

Now let $I_n=\int_0^\pi K_n\,dq$. Since $\int_0^\pi\cos((n+1)q)\,dq=\sin((n+1)\pi)/(n+1)=0$, we have $I_{n+2}=2yI_{n+1}-I_n$, with $I_0=0$ and $I_1=\pi$. Hence $I_n=\pi U_{n-1}(y)$.

The cosine is injective on $[0,\pi]$, so $\cos q=y$ at one angle at most, which does not affect the integral. Multiplying by $c_n$ and summing gives the series formula. For $y=\cos p$, the identities $T_n(\cos p)=\cos np$ and $U_{n-1}(\cos p)\sin p=\sin np$ give the first formula. At the band edge $y=1$, $U_{n-1}(1)=n$ gives $n\pi$.

## Energies, angles and the free value in Lean

`kernel n y q` is $K_n(y,q)$; it is not the damping kernel of the kernel polynomial method. `chebSeries N c` is $g$, with orders $0$ to $N-1$. Its coefficients `c n` absorb any damping factors and the customary factor 2 for $n\ge1$.

In `subtracted_transform_series`, `f` is any real function that equals the quotient at angles in $[0,\pi]$ where $\cos q\ne y$. The conclusion has two parts: `f` is integrable, and its integral has the stated value. `subtracted_transform_mode` says the same for a single cosine, with only $q=p$ exempt. `subtracted_transform_band_edge` gives the value at $y=1$ for the explicit quotient, which Lean sets to zero at $q=0$.

Infinite series, and the error made by truncating one, are not treated.

```lean
import Mathlib

open Polynomial.Chebyshev (T U)
open MeasureTheory

namespace ChebyshevHilbertTransform

noncomputable section

/-- The subtracted kernel of order `n` at reference energy `y`, written as a finite cosine
series in the band angle `q`. -/
def kernel (n : ℕ) (y q : ℝ) : ℝ :=
  2 * ∑ k ∈ Finset.range n, (U ℝ ((n : ℤ) - 1 - (k : ℤ))).eval y * Real.cos (k * q)
    - (U ℝ ((n : ℤ) - 1)).eval y

/-- A function of energy given by a Chebyshev expansion with `N` coefficients `c n`. -/
def chebSeries (N : ℕ) (c : ℕ → ℝ) (x : ℝ) : ℝ :=
  ∑ n ∈ Finset.range N, c n * (T ℝ (n : ℤ)).eval x

/-- The subtracted kernels obey the Chebyshev three-term recurrence in the reference energy,
driven by one new cosine at each order. -/
theorem kernel_add_two (n : ℕ) (y q : ℝ) :
    kernel (n + 2) y q =
      2 * y * kernel (n + 1) y q - kernel n y q + 2 * Real.cos (((n : ℝ) + 1) * q) := by
  have hU : ∀ m : ℤ, (U ℝ (m + 2)).eval y
      = 2 * y * (U ℝ (m + 1)).eval y - (U ℝ m).eval y := by
    intro m
    rw [Polynomial.Chebyshev.U_add_two]
    simp
  have e2 : ((n + 2 : ℕ) : ℤ) - 1 = (n : ℤ) - 1 + 2 := by push_cast; ring
  have e1 : ((n + 1 : ℕ) : ℤ) - 1 = (n : ℤ) - 1 + 1 := by push_cast; ring
  -- the recurrence holds term by term in the common part of the three sums
  have hs : ∑ k ∈ Finset.range n,
        (U ℝ ((n : ℤ) - 1 + 2 - (k : ℤ))).eval y * Real.cos (k * q)
      = 2 * y * ∑ k ∈ Finset.range n,
          (U ℝ ((n : ℤ) - 1 + 1 - (k : ℤ))).eval y * Real.cos (k * q)
        - ∑ k ∈ Finset.range n,
          (U ℝ ((n : ℤ) - 1 - (k : ℤ))).eval y * Real.cos (k * q) := by
    rw [Finset.mul_sum, ← Finset.sum_sub_distrib]
    refine Finset.sum_congr rfl fun k _ => ?_
    rw [show (n : ℤ) - 1 + 2 - (k : ℤ) = ((n : ℤ) - 1 - k) + 2 by ring,
      show (n : ℤ) - 1 + 1 - (k : ℤ) = ((n : ℤ) - 1 - k) + 1 by ring, hU]
    ring
  have a1 : (n : ℤ) - 1 + 2 - (n : ℤ) = 1 := by ring
  have a2 : (n : ℤ) - 1 + 2 - ((n + 1 : ℕ) : ℤ) = 0 := by push_cast; ring
  have a3 : (n : ℤ) - 1 + 1 - (n : ℤ) = 0 := by ring
  have u1 : (U ℝ 1).eval y = 2 * y := by simp
  have u0 : (U ℝ 0).eval y = 1 := by simp
  unfold kernel
  rw [e2, e1, Finset.sum_range_succ _ (n + 1), Finset.sum_range_succ _ n,
    Finset.sum_range_succ _ n, a1, a2, a3, u1, u0, hs, hU]
  push_cast
  ring

/-- The pole is removable: the kernel times the energy difference `cos q - y` is the
subtracted Chebyshev mode `cos (n q) - T_n(y)`. -/
theorem kernel_mul (n : ℕ) (y q : ℝ) :
    kernel n y q * (Real.cos q - y) = Real.cos (n * q) - (T ℝ (n : ℤ)).eval y := by
  induction n using Nat.twoStepInduction with
  | zero => simp [kernel]
  | one => norm_num [kernel]
  | more n h0 h1 =>
    have hT : (T ℝ ((n + 2 : ℕ) : ℤ)).eval y
        = 2 * y * (T ℝ ((n + 1 : ℕ) : ℤ)).eval y - (T ℝ (n : ℤ)).eval y := by
      push_cast
      rw [Polynomial.Chebyshev.T_add_two]
      simp
    have hc : Real.cos (((n + 2 : ℕ) : ℝ) * q)
        = 2 * Real.cos q * Real.cos (((n : ℝ) + 1) * q) - Real.cos (n * q) := by
      rw [show ((n + 2 : ℕ) : ℝ) * q = ((n : ℝ) + 1) * q + q by push_cast; ring,
        show (n : ℝ) * q = ((n : ℝ) + 1) * q - q by ring, Real.cos_add, Real.cos_sub]
      ring
    have h1' : kernel (n + 1) y q * (Real.cos q - y)
        = Real.cos (((n : ℝ) + 1) * q) - (T ℝ ((n + 1 : ℕ) : ℤ)).eval y := by
      rw [h1, Nat.cast_add_one]
    rw [kernel_add_two, hT, hc]
    linear_combination 2 * y * h1' - h0

/-- The subtracted kernel depends continuously on the band angle. -/
theorem continuous_kernel (n : ℕ) (y : ℝ) : Continuous fun q => kernel n y q := by
  unfold kernel
  fun_prop

/-- Integrated over the band angle, the kernel of order `n` gives `π U_{n-1}(y)`. -/
theorem integral_kernel (n : ℕ) (y : ℝ) :
    ∫ q in (0 : ℝ)..Real.pi, kernel n y q = Real.pi * (U ℝ ((n : ℤ) - 1)).eval y := by
  induction n using Nat.twoStepInduction with
  | zero => simp [kernel]
  | one => norm_num [kernel]
  | more n h0 h1 =>
    -- every cosine of nonzero order averages to zero
    have hcos : ∫ q in (0 : ℝ)..Real.pi, Real.cos (((n : ℝ) + 1) * q) = 0 := by
      have hn : (n : ℝ) + 1 ≠ 0 := by positivity
      have hsin : Real.sin (((n : ℝ) + 1) * Real.pi) = 0 := by
        have h := Real.sin_nat_mul_pi (n + 1)
        rwa [Nat.cast_add_one] at h
      rw [intervalIntegral.integral_comp_mul_left (fun x => Real.cos x) hn, integral_cos, hsin]
      simp
    have i1 : IntervalIntegrable (fun q => 2 * y * kernel (n + 1) y q) volume 0 Real.pi :=
      (continuous_const.mul (continuous_kernel (n + 1) y)).intervalIntegrable _ _
    have i0 := (continuous_kernel n y).intervalIntegrable (μ := volume) 0 Real.pi
    have ic : IntervalIntegrable (fun q => 2 * Real.cos (((n : ℝ) + 1) * q))
        volume 0 Real.pi :=
      Continuous.intervalIntegrable (by fun_prop) _ _
    simp_rw [kernel_add_two]
    rw [intervalIntegral.integral_add (i1.sub i0) ic, intervalIntegral.integral_sub i1 i0,
      intervalIntegral.integral_const_mul, intervalIntegral.integral_const_mul, h0, h1, hcos,
      show ((n + 2 : ℕ) : ℤ) - 1 = (n : ℤ) - 1 + 2 by push_cast; ring,
      show ((n + 1 : ℕ) : ℤ) - 1 = (n : ℤ) - 1 + 1 by push_cast; ring,
      Polynomial.Chebyshev.U_add_two]
    simp
    ring

/-- If `f` agrees with a continuous `K` at all band angles whose energy `cos q` differs from
`y`, then `f` is integrable over the band and has the same integral as `K`. -/
theorem integral_off_pole (y : ℝ) (K f : ℝ → ℝ) (hK : Continuous K)
    (h : ∀ q ∈ Set.Icc 0 Real.pi, Real.cos q ≠ y → f q = K q) :
    IntervalIntegrable f volume 0 Real.pi ∧
      ∫ q in (0 : ℝ)..Real.pi, f q = ∫ q in (0 : ℝ)..Real.pi, K q := by
  -- the only possible exception is the single angle `arccos y`
  have hae : ∀ᵐ q ∂(volume : Measure ℝ), q ∈ Set.uIoc 0 Real.pi → K q = f q := by
    filter_upwards [(Set.countable_singleton (Real.arccos y)).ae_notMem volume] with q hq hm
    rw [Set.uIoc_of_le Real.pi_pos.le] at hm
    refine (h q ⟨hm.1.le, hm.2⟩ fun hy => hq ?_).symm
    rw [Set.mem_singleton_iff, ← hy, Real.arccos_cos hm.1.le hm.2]
  constructor
  · have hi := hK.intervalIntegrable (μ := volume) 0 Real.pi
    rw [intervalIntegrable_iff] at hi ⊢
    exact Integrable.congr hi ((ae_restrict_iff' measurableSet_uIoc).2 hae)
  · exact (intervalIntegral.integral_congr_ae hae).symm

/-- Subtracted Kramers-Kronig transform of a finite Chebyshev expansion at any real energy `y`:
each `T_n` is replaced by `π U_{n-1}`, whatever value the integrand has at `cos q = y`. -/
theorem subtracted_transform_series (N : ℕ) (c : ℕ → ℝ) (y : ℝ) (f : ℝ → ℝ)
    (hf : ∀ q ∈ Set.Icc 0 Real.pi, Real.cos q ≠ y →
      f q = (chebSeries N c (Real.cos q) - chebSeries N c y) / (Real.cos q - y)) :
    IntervalIntegrable f volume 0 Real.pi ∧
      ∫ q in (0 : ℝ)..Real.pi, f q =
        Real.pi * ∑ n ∈ Finset.range N, c n * (U ℝ ((n : ℤ) - 1)).eval y := by
  have hc : ∀ n : ℕ, Continuous fun q => c n * kernel n y q :=
    fun n => continuous_const.mul (continuous_kernel n y)
  obtain ⟨h1, h2⟩ := integral_off_pole y
    (fun q => ∑ n ∈ Finset.range N, c n * kernel n y q) f
    (continuous_finsetSum _ fun n _ => hc n) (by
      intro q hq hy
      rw [hf q hq hy, div_eq_iff (sub_ne_zero.2 hy)]
      unfold chebSeries
      rw [← Finset.sum_sub_distrib, Finset.sum_mul]
      refine Finset.sum_congr rfl fun n _ => ?_
      have hT : (T ℝ (n : ℤ)).eval (Real.cos q) = Real.cos (n * q) := by simp
      rw [hT]
      linear_combination -c n * kernel_mul n y q)
  refine ⟨h1, ?_⟩
  rw [h2, intervalIntegral.integral_finsetSum fun n _ => (hc n).intervalIntegrable _ _,
    Finset.mul_sum]
  refine Finset.sum_congr rfl fun n _ => ?_
  rw [intervalIntegral.integral_const_mul, integral_kernel]
  ring

/-- For `0 < p < π` the subtracted transform of the mode `cos (n q)` is `π sin (n p) / sin p`,
whatever value the integrand is given at `q = p`. -/
theorem subtracted_transform_mode (n : ℕ) (p : ℝ) (hp0 : 0 < p) (hp : p < Real.pi)
    (f : ℝ → ℝ)
    (hf : ∀ q ∈ Set.Icc 0 Real.pi, q ≠ p →
      f q = (Real.cos (n * q) - Real.cos (n * p)) / (Real.cos q - Real.cos p)) :
    IntervalIntegrable f volume 0 Real.pi ∧
      ∫ q in (0 : ℝ)..Real.pi, f q = Real.pi * Real.sin (n * p) / Real.sin p := by
  have hT : (T ℝ (n : ℤ)).eval (Real.cos p) = Real.cos (n * p) := by simp
  have hU : (U ℝ ((n : ℤ) - 1)).eval (Real.cos p) * Real.sin p = Real.sin (n * p) := by simp
  obtain ⟨h1, h2⟩ := integral_off_pole (Real.cos p) (fun q => kernel n (Real.cos p) q) f
    (continuous_kernel n _) (by
      intro q hq hy
      rw [hf q hq fun h => hy (by rw [h]), div_eq_iff (sub_ne_zero.2 hy), kernel_mul, hT])
  refine ⟨h1, ?_⟩
  rw [h2, integral_kernel, eq_div_iff (Real.sin_pos_of_pos_of_lt_pi hp0 hp).ne', ← hU]
  ring

/-- At the upper band edge, reference energy `1`, the subtracted transform of the mode
`cos (n q)` is `n π`. -/
theorem subtracted_transform_band_edge (n : ℕ) :
    ∫ q in (0 : ℝ)..Real.pi, (1 - Real.cos (n * q)) / (1 - Real.cos q) = n * Real.pi := by
  have hT : (T ℝ (n : ℤ)).eval 1 = 1 := by simp
  have hU : (U ℝ ((n : ℤ) - 1)).eval 1 = (n : ℝ) := by simp
  rw [(integral_off_pole 1 (fun q => kernel n 1 q) _ (continuous_kernel n 1) (by
    intro q _ hy
    have hk := kernel_mul n 1 q
    rw [hT] at hk
    rw [div_eq_iff (sub_ne_zero.2 hy.symm)]
    linear_combination hk)).2, integral_kernel, hU]
  ring

end

end ChebyshevHilbertTransform
```

```lean
#print axioms ChebyshevHilbertTransform.subtracted_transform_series
#print axioms ChebyshevHilbertTransform.subtracted_transform_mode
#print axioms ChebyshevHilbertTransform.subtracted_transform_band_edge
```

```
'ChebyshevHilbertTransform.subtracted_transform_series' depends on axioms: [propext, Classical.choice, Quot.sound]
'ChebyshevHilbertTransform.subtracted_transform_mode' depends on axioms: [propext, Classical.choice, Quot.sound]
'ChebyshevHilbertTransform.subtracted_transform_band_edge' depends on axioms: [propext, Classical.choice, Quot.sound]
```

## Two inductions and a null set

`kernel_add_two` proves the recurrence for $K_n$: `hs` handles the common terms of the three sums, and `Finset.sum_range_succ` splits off the others. `kernel_mul` is the two-step induction that removes the pole. Its `linear_combination 2 * y * h1' - h0` combines the two preceding cases as in the calculation above.

`integral_kernel` runs the same induction on the integrals, with `hcos` supplying the vanishing cosine integral. `continuous_kernel` provides the integrability needed to split them.

`integral_off_pole` deals with the free value. Any exceptional angle must be `Real.arccos y`, and a single point has measure zero, so `f` and the continuous function `K` agree almost everywhere on the interval. Integrability and the integral therefore carry over. The last three theorems apply this lemma to the summed kernel, to $y=\cos p$ and to $y=1$.
